# A finite-dimensional Hermitian Hamiltonian with chiral symmetry S and a commuting unitary g has at least |tr(gS)| zero modes

**Q.** Before I object to anything, what are the objects?

**A.** $V$ is a finite-dimensional complex inner product space of one-particle states. The Hamiltonian $H$ is Hermitian. The sublattice sign $S$ is a Hermitian involution, $S^2=1$, with $SH=-HS$; its eigenspaces $S=\pm1$ are the two sublattices. The spatial symmetry $g$ is unitary with $gH=Hg$. Zero modes are the vectors of $\ker H$, with energy measured from the common on-site energy.

In Lean all three operators have type `Module.End ℂ V`, "Hermitian" is `IsSymmetric`, and products are compositions. Unitarity is written as `∀ x, ‖g x‖ = ‖x‖`, which is equivalent in finite dimension. The number of zero modes is `finrank ℂ (LinearMap.ker H)`.

**Q.** With equally large sublattices $\operatorname{tr}S=0$, and counting sites forces nothing. How does $g$ help?

**A.** Put $U=gS$. Then $HU=gHS=-gSH=-UH$, so $U$ is also chiral. The rest takes four steps.

1. If $Hx=0$, then $HUx=-UHx=0$. Also $UHy=H(-Uy)$. So $U$ preserves both $\ker H$ and $\operatorname{ran}H$.
2. Since $H$ is Hermitian, $(\operatorname{ran}H)^\perp=\ker H$. Hence $V=\ker H\oplus\operatorname{ran}H$, and $\operatorname{tr}U$ is the sum of the traces on the two parts.
3. Let $h,u$ be the restrictions of $H,U$ to $\operatorname{ran}H$. There $h$ is invertible and $hu=-uh$, so $\operatorname{tr}u=\operatorname{tr}(h^{-1}hu)=-\operatorname{tr}(h^{-1}uh)=-\operatorname{tr}u$, which gives $\operatorname{tr}u=0$. Therefore $\operatorname{tr}_{\ker H}(gS)=\operatorname{tr}(gS)$.
4. From $\|Sx\|^2=\langle x,S^2x\rangle=\|x\|^2$, $U$ preserves norms. For an orthonormal basis $e_i$ of $\ker H$, each $|\langle e_i,Ue_i\rangle|\le1$, so $|\operatorname{tr}(gS)|\le\dim\ker H$.

**Q.** Show me the first step in Lean.

**A.** `chiral_product` is the one-line computation for $U$, moving $H$ past $g$ and then past $S$.

```lean
import Mathlib

open Module

namespace SymmetryForcedZeroModes

noncomputable section

variable {V : Type*} [NormedAddCommGroup V] [InnerProductSpace ℂ V] [FiniteDimensional ℂ V]

omit [FiniteDimensional ℂ V] in
/-- If `S` anticommutes with `H` and `g` commutes with `H`, then `g S` anticommutes with `H`. -/
theorem chiral_product {H S g : Module.End ℂ V} (hS : S * H = -(H * S))
    (hg : g * H = H * g) : H * (g * S) = -((g * S) * H) :=
  calc H * (g * S) = (H * g) * S := (mul_assoc _ _ _).symm
    _ = g * (H * S) := by rw [← hg, mul_assoc]
    _ = -(g * (S * H)) := by rw [hS, mul_neg, neg_neg]
    _ = -((g * S) * H) := by rw [mul_assoc]
```

The next lemma evaluates the anticommutation relation on a zero mode.

```lean
omit [FiniteDimensional ℂ V] in
/-- An operator that anticommutes with `H` maps zero modes of `H` to zero modes. -/
theorem zeroModes_invariant {H U : Module.End ℂ V} (h : H * U = -(U * H)) :
    ∀ x ∈ LinearMap.ker H, U x ∈ LinearMap.ker H := by
  intro x hx
  rw [LinearMap.mem_ker] at hx ⊢
  have h1 := LinearMap.congr_fun h x
  simpa [Module.End.mul_apply, hx] using h1
```

**Q.** And the splitting of the trace?

**A.** `trace_split` takes any two complementary invariant subspaces. It labels them by the two Boolean values, so that Mathlib's theorem on traces over a direct sum applies.

```lean
/-- The trace of an operator that preserves two complementary subspaces is the sum of its
traces on them. -/
theorem trace_split {K R : Submodule ℂ V} (hc : IsCompl K R) (U : Module.End ℂ V)
    (hK : ∀ x ∈ K, U x ∈ K) (hR : ∀ x ∈ R, U x ∈ R) :
    LinearMap.trace ℂ V U =
      LinearMap.trace ℂ K (U.restrict hK) + LinearMap.trace ℂ R (U.restrict hR) := by
  let N : Bool → Submodule ℂ V := fun b => cond b K R
  have hN : DirectSum.IsInternal N :=
    (DirectSum.isInternal_submodule_iff_isCompl N (i := true) (j := false) (by decide)
      (by ext b; cases b <;> simp)).2 hc
  have hU : ∀ b, Set.MapsTo U (N b) (N b) := by
    intro b
    cases b
    · exact fun x hx => hR x hx
    · exact fun x hx => hK x hx
  have h := LinearMap.trace_eq_sum_trace_restrict hN hU
  rw [Fintype.sum_bool] at h
  exact h
```

**Q.** Step 3 looks suspicious. Why not cancel the trace on all of $V$?

**A.** That is the error to avoid. The relation $HU=-UH$ gives $\operatorname{tr}U=-\operatorname{tr}U$ only after multiplying by $H^{-1}$. Done on all of $V$ for a singular $H$, it would "prove" $\operatorname{tr}(gS)=0$, and the ring below has trace 2. The lemma therefore demands a trivial kernel. It obtains a left inverse `k`, shows by finite dimension that it is also a right inverse, and then uses cyclicity.

```lean
/-- An operator that anticommutes with a Hamiltonian without zero modes is traceless. -/
theorem trace_eq_zero_of_no_zeroModes {h u : Module.End ℂ V} (hker : LinearMap.ker h = ⊥)
    (hu : h * u = -(u * h)) : LinearMap.trace ℂ V u = 0 := by
  obtain ⟨k, hk⟩ := LinearMap.exists_leftInverse_of_injective h hker
  have hkh : k * h = 1 := hk
  -- in finite dimension an injective `h` is surjective, so `k` is a two-sided inverse
  have hhk : h * k = 1 := by
    refine LinearMap.ext fun y => ?_
    obtain ⟨x, rfl⟩ := LinearMap.injective_iff_surjective.mp (LinearMap.ker_eq_bot.mp hker) y
    exact congrArg h (LinearMap.congr_fun hkh x)
  -- conjugation by `h` reverses the sign of `u` and keeps its trace
  have h1 : LinearMap.trace ℂ V u = -LinearMap.trace ℂ V u :=
    calc LinearMap.trace ℂ V u = LinearMap.trace ℂ V (k * (h * u)) := by
          rw [← mul_assoc, hkh, one_mul]
      _ = -LinearMap.trace ℂ V ((k * u) * h) := by rw [hu, mul_neg, map_neg, mul_assoc]
      _ = -LinearMap.trace ℂ V u := by
          rw [LinearMap.trace_mul_comm, ← mul_assoc, hhk, one_mul]
  linear_combination (1 / 2 : ℂ) * h1
```

**Q.** Is the "trace on the zero modes" a real trace, or a projected expression that only resembles one?

**A.** It is the trace of an endomorphism of $\ker H$: `restrict` takes the proof that $gS$ preserves that subspace. The theorem needs neither $S^2=1$ nor unitarity of $g$. Its proof gets complementarity from `hH.orthogonal_range`, checks invariance of the range, and applies the previous lemma there, so that only the kernel's term survives.

```lean
/-- For Hermitian `H`, with `S` anticommuting and `g` commuting with `H`, the trace of `g S`
on the zero modes of `H` equals its trace on the whole space. -/
theorem trace_on_zeroModes {H S g : Module.End ℂ V} (hH : H.IsSymmetric)
    (hS : S * H = -(H * S)) (hg : g * H = H * g) :
    LinearMap.trace ℂ (LinearMap.ker H)
      ((g * S).restrict (zeroModes_invariant (chiral_product hS hg))) =
      LinearMap.trace ℂ V (g * S) := by
  have hU := chiral_product hS hg
  have hc : IsCompl (LinearMap.ker H) (LinearMap.range H) := by
    have h := Submodule.isCompl_orthogonal (K := LinearMap.range H)
    rw [hH.orthogonal_range] at h
    exact h.symm
  have hR : ∀ x ∈ LinearMap.range H, (g * S) x ∈ LinearMap.range H := by
    rintro _ ⟨y, rfl⟩
    refine ⟨-((g * S) y), ?_⟩
    have h : H ((g * S) y) = -((g * S) (H y)) := LinearMap.congr_fun hU y
    rw [map_neg, h, neg_neg]
  -- on the range of `H` there are no zero modes, so the trace vanishes there
  have h0 : LinearMap.trace ℂ (LinearMap.range H) ((g * S).restrict hR) = 0 := by
    refine trace_eq_zero_of_no_zeroModes
      (h := H.restrict (p := LinearMap.range H) (q := LinearMap.range H)
        (fun x _ => ⟨x, rfl⟩)) ?_ ?_
    · refine LinearMap.ker_eq_bot'.mpr fun x hx => Subtype.ext ?_
      exact Submodule.disjoint_def.mp hc.disjoint x.1 (congrArg Subtype.val hx) x.2
    · exact LinearMap.ext fun x => Subtype.ext (LinearMap.congr_fun hU x.1)
  rw [trace_split hc (g * S) (zeroModes_invariant hU) hR, h0, add_zero]
```

Hermiticity of $H$ enters only through the complementarity of kernel and range.

**Q.** So the involution and the unitarity belong to the inequality?

**A.** Yes. `hn` shows that $S$ preserves norms. The trace is then written as a sum of diagonal elements in an orthonormal basis of $\ker H$, and Cauchy–Schwarz bounds each by one.

```lean
/-- For Hermitian `H`, a Hermitian involution `S` anticommuting with `H` and a unitary `g`
commuting with `H`, the number of zero modes is at least `|tr (g S)|`. -/
theorem zeroModes_bound {H S g : Module.End ℂ V} (hH : H.IsSymmetric)
    (hSH : S.IsSymmetric) (hSS : S * S = 1) (hgu : ∀ x, ‖g x‖ = ‖x‖)
    (hS : S * H = -(H * S)) (hg : g * H = H * g) :
    ‖LinearMap.trace ℂ V (g * S)‖ ≤ finrank ℂ (LinearMap.ker H) := by
  have hn : ∀ x, ‖S x‖ = ‖x‖ := by
    intro x
    have h : S (S x) = x := LinearMap.congr_fun hSS x
    rw [norm_eq_sqrt_re_inner (𝕜 := ℂ) (S x), norm_eq_sqrt_re_inner (𝕜 := ℂ) x,
      hSH x (S x), h]
  rw [← trace_on_zeroModes hH hS hg,
    LinearMap.trace_eq_sum_inner _ (stdOrthonormalBasis ℂ (LinearMap.ker H))]
  -- each diagonal element of an isometry has modulus at most one
  refine (norm_sum_le_of_le _ (f := _) (n := fun _ => (1 : ℝ)) fun i _ => ?_).trans (by simp)
  refine (norm_inner_le_norm _ _).trans (le_of_eq ?_)
  have hb := (stdOrthonormalBasis ℂ (LinearMap.ker H)).orthonormal.1 i
  rw [hb, one_mul]
  exact (hgu _).trans ((hn _).trans hb)
```

**Q.** You never assumed $gS=Sg$. Where are the sublattices in this bound?

**A.** The bound holds without that assumption. If $g$ does commute with $S$, it acts within each sublattice, and $\operatorname{tr}(gS)$ is its character on $S=1$ minus its character on $S=-1$. This reading is elementary linear algebra that I add for interpretation; the Lean theorems speak only of the trace of `g * S`.

**Q.** I want a model that meets every hypothesis and has $\operatorname{tr}S=0$.

**A.** Take a ring of four sites, numbered 0 to 3. A matrix in the site basis becomes an operator on `EuclideanSpace ℂ (Fin 4)`, and the second declaration confirms that it acts by the usual matrix formula.

```lean
/-- The operator on four-site wave functions with matrix `A` in the site basis. -/
def siteOp (A : Matrix (Fin 4) (Fin 4) ℂ) : Module.End ℂ (EuclideanSpace ℂ (Fin 4)) :=
  Matrix.toEuclideanLin A

/-- The amplitude of `A x` on site `i` is the sum of `A i j * x j` over all sites `j`. -/
theorem siteOp_apply (A : Matrix (Fin 4) (Fin 4) ℂ) (x : EuclideanSpace ℂ (Fin 4))
    (i : Fin 4) : (siteOp A x) i = ∑ j, A i j * x j := rfl
```

Site 0 couples to sites 1 and 3 by $a$, and site 2 couples to them by $b$, with arbitrary complex $a,b$.

```lean
/-- Four-site ring: site 0 couples to sites 1 and 3 by `a`, site 2 couples to them by `b`. -/
def ringH (a b : ℂ) : Matrix (Fin 4) (Fin 4) ℂ :=
  !![0, a, 0, a; star a, 0, star b, 0; 0, b, 0, b; star a, 0, star b, 0]
```

The sublattices are $\{0,2\}$ and $\{1,3\}$.

```lean
/-- The sublattice sign on the ring: `1` on sites 0 and 2, `-1` on sites 1 and 3. -/
def ringS : Matrix (Fin 4) (Fin 4) ℂ := !![1, 0, 0, 0; 0, -1, 0, 0; 0, 0, 1, 0; 0, 0, 0, -1]
```

The mirror passes through sites 0 and 2.

```lean
/-- The mirror that fixes sites 0 and 2 and exchanges sites 1 and 3. -/
def mirror : Matrix (Fin 4) (Fin 4) ℂ := !![1, 0, 0, 0; 0, 0, 0, 1; 0, 0, 1, 0; 0, 1, 0, 0]
```

Sites 0 and 2 each contribute $+1$ to $\operatorname{tr}(gS)$, while the exchanged sites contribute nothing to the diagonal. `ring_witness` verifies this and all the hypotheses, mostly by going through the matrix entries or amplitudes site by site.

```lean
open Matrix in
/-- On the ring, `H` and the involution `S` are Hermitian and anticommute, and the unitary
mirror `g` commutes with both; here `tr S = 0` but `tr (g S) = 2`. -/
theorem ring_witness (a b : ℂ) :
    (siteOp (ringH a b)).IsSymmetric ∧ (siteOp ringS).IsSymmetric ∧
    siteOp ringS * siteOp ringS = 1 ∧ (∀ x, ‖siteOp mirror x‖ = ‖x‖) ∧
    siteOp ringS * siteOp (ringH a b) = -(siteOp (ringH a b) * siteOp ringS) ∧
    siteOp mirror * siteOp (ringH a b) = siteOp (ringH a b) * siteOp mirror ∧
    siteOp mirror * siteOp ringS = siteOp ringS * siteOp mirror ∧
    LinearMap.trace ℂ _ (siteOp ringS) = 0 ∧
    LinearMap.trace ℂ _ (siteOp mirror * siteOp ringS) = 2 := by
  refine ⟨isSymmetric_toEuclideanLin_iff.mpr ?_, isSymmetric_toEuclideanLin_iff.mpr ?_,
    LinearMap.ext fun x => ?_, fun x => ?_, LinearMap.ext fun x => ?_,
    LinearMap.ext fun x => ?_, LinearMap.ext fun x => ?_, ?_, ?_⟩
  · ext i j
    fin_cases i <;> fin_cases j <;> simp [ringH]
  · ext i j
    fin_cases i <;> fin_cases j <;> simp [ringS]
  · ext i
    fin_cases i <;> simp [siteOp_apply, Fin.sum_univ_four, ringS]
  · rw [EuclideanSpace.norm_eq, EuclideanSpace.norm_eq]
    congr 1
    simp only [Fin.sum_univ_four, siteOp_apply]
    simp [mirror]
    ring
  · ext i
    fin_cases i <;> simp [siteOp_apply, Fin.sum_univ_four, ringS, ringH] <;> ring
  · ext i
    fin_cases i <;> simp [siteOp_apply, Fin.sum_univ_four, mirror, ringH] <;> ring
  · ext i
    fin_cases i <;> simp [siteOp_apply, Fin.sum_univ_four, mirror, ringS]
  · rw [LinearMap.trace_eq_sum_inner _ (EuclideanSpace.basisFun (Fin 4) ℂ)]
    simp [Fin.sum_univ_four, EuclideanSpace.inner_single_left, siteOp_apply, ringS]
  · rw [LinearMap.trace_eq_sum_inner _ (EuclideanSpace.basisFun (Fin 4) ℂ)]
    -- the two sites fixed by the mirror contribute one each
    rw [show (2 : ℂ) = 1 + 1 by norm_num]
    simp [Fin.sum_univ_four, EuclideanSpace.inner_single_left, siteOp_apply, ringS, mirror]
```

**Q.** Then two zero modes should follow at once.

**A.** They do, by inserting the trace into the general bound.

```lean
/-- The mirror-symmetric four-site ring has at least two zero modes for all complex hoppings
`a` and `b`. -/
theorem ring_two_zeroModes (a b : ℂ) :
    2 ≤ finrank ℂ (LinearMap.ker (siteOp (ringH a b))) := by
  obtain ⟨hH, hSH, hSS, hgu, hS, hg, -, -, ht⟩ := ring_witness a b
  have h := zeroModes_bound hH hSH hSS hgu hS hg
  rw [ht, Complex.norm_ofNat] at h
  exact_mod_cast h

end

end SymmetryForcedZeroModes
```

```lean
#print axioms SymmetryForcedZeroModes.zeroModes_bound
#print axioms SymmetryForcedZeroModes.ring_two_zeroModes
```

```
'SymmetryForcedZeroModes.zeroModes_bound' depends on axioms: [propext, Classical.choice, Quot.sound]
'SymmetryForcedZeroModes.ring_two_zeroModes' depends on axioms: [propext, Classical.choice, Quot.sound]
```

You can also write them down. One is $(0,1,0,-1)/\sqrt2$. If $a$ and $b$ are not both zero, the other is $(\bar b,0,-\bar a,0)/\sqrt{|a|^2+|b|^2}$. Both have $gS=+1$, in agreement with the trace 2. For $a=b=0$ all four states are zero modes, so the bound need not be an equality.

**Q.** What may I use this for?

**A.** In non-interacting tight-binding or Hückel models of finite bipartite systems, it gives a lower bound on the number of nonbonding orbitals from symmetry data, without diagonalising $H$. The chiral condition is an idealisation: it stands for equal on-site energies and no hopping within a sublattice. Interactions, antiunitary symmetries and infinite-dimensional spaces lie beyond the statement.
